# The doubles-CI correlation energy of N identical non-interacting pairs grows no faster than √N

**A.** Put a reference at energy 0 and N doubles at energy 2D > 0, each coupled only to the reference, with strength K. The lowest eigenvalue is

E_N = D − √(D² + N K²).

If K ≠ 0 and N ≥ 2, then E_N > N E_1. As N grows at fixed D and K, E_N/√N → −|K|.

**Q.** Which physical system is that, and how do you get the energy by hand?

**A.** Take N identical electron pairs that don't interact, each with one double excitation costing 2D. Doubles on different pairs don't couple, and CI truncated at doubles omits states with two pairs excited at once. Write v₀ for the reference amplitude, vᵢ for the doubles amplitudes:

K Σᵢ vᵢ = E v₀
K v₀ + 2D vᵢ = E vᵢ

If E ≠ 2D, then vᵢ = K v₀/(E − 2D), and v₀ ≠ 0, since otherwise every amplitude vanishes. Inserting this in the first equation gives

E(E − 2D) = N K², or (E − D)² = D² + N K².

The roots are D ± √(D² + N K²). The lower one is E_N, and the remaining candidate 2D lies above it because D > 0.

**Q.** Does the Lean matrix say the same?

**A.** Its basis is `Option (Fin N)`: `none` is the reference and `some i` a double. All entries are real.

```lean
import Mathlib

open Matrix Filter Topology

namespace DoublesCI

noncomputable section

/-- The doubles-CI Hamiltonian: the reference `none` has energy `0`, each of the `N` doubles
`some i` has energy `2 * D`, and each double couples only to the reference, with strength `K`. -/
def hamiltonian (N : ℕ) (D K : ℝ) : Matrix (Option (Fin N)) (Option (Fin N)) ℝ :=
  Matrix.of fun
    | none, none => 0
    | none, some _ => K
    | some _, none => K
    | some i, some j => if i = j then 2 * D else 0

/-- The closed formula `D - √(D² + N K²)` for the doubles-CI energy. -/
def energy (N : ℕ) (D K : ℝ) : ℝ := D - √(D ^ 2 + N * K ^ 2)
```

**Q.** A root of an equation isn't yet an eigenvalue. Where is the state?

**A.** Here, unnormalised. With R = √(D² + N K²) and D > 0, its normalised reference weight is (1 + D/R)/2.

```lean
/-- The unnormalised CI vector with amplitude `energy N D K - 2 * D` on the reference and
the same amplitude `K` on every double. -/
def ciState (N : ℕ) (D K : ℝ) : Option (Fin N) → ℝ
  | none => energy N D K - 2 * D
  | some _ => K
```

The next two lemmas compute the left-hand sides of the two amplitude equations, and the third checks that E_N solves the secular equation.

```lean
/-- The reference component of `H v` collects the amplitudes of all doubles. -/
theorem hamiltonian_reference (N : ℕ) (D K : ℝ) (v : Option (Fin N) → ℝ) :
    (hamiltonian N D K *ᵥ v) none = K * ∑ i, v (some i) := by
  simp [Matrix.mulVec, dotProduct, Fintype.sum_option, hamiltonian, Finset.mul_sum]

/-- The component of `H v` on a double involves only the reference and that same double. -/
theorem hamiltonian_double (N : ℕ) (D K : ℝ) (v : Option (Fin N) → ℝ) (i : Fin N) :
    (hamiltonian N D K *ᵥ v) (some i) = K * v none + 2 * D * v (some i) := by
  simp [Matrix.mulVec, dotProduct, Fintype.sum_option, hamiltonian]

/-- The doubles-CI energy solves the secular equation `E (E - 2D) = N K²`. -/
theorem energy_secular (N : ℕ) (D K : ℝ) :
    energy N D K * (energy N D K - 2 * D) = N * K ^ 2 := by
  have h := Real.sq_sqrt (show 0 ≤ D ^ 2 + N * K ^ 2 by positivity)
  unfold energy
  linear_combination h
```

The elimination follows. Lean sums the doubles equations instead of dividing by E − 2D, then cancels v₀.

```lean
/-- Every eigenvalue of the doubles-CI Hamiltonian is either the bare energy `2D` of a double
or a solution of the secular equation `E (E - 2D) = N K²`. -/
theorem eigenvalue_cases {N : ℕ} {D K E : ℝ} {v : Option (Fin N) → ℝ} (hv : v ≠ 0)
    (h : hamiltonian N D K *ᵥ v = E • v) :
    E = 2 * D ∨ E * (E - 2 * D) = N * K ^ 2 := by
  have h0 : K * ∑ i, v (some i) = E * v none := by
    rw [← hamiltonian_reference N D K v, h, Pi.smul_apply, smul_eq_mul]
  have hi : ∀ i, K * v none + 2 * D * v (some i) = E * v (some i) := by
    intro i
    rw [← hamiltonian_double N D K v i, h, Pi.smul_apply, smul_eq_mul]
  by_cases hE : E = 2 * D
  · exact Or.inl hE
  right
  have hne : E - 2 * D ≠ 0 := sub_ne_zero.mpr hE
  -- without a reference amplitude all doubles amplitudes would vanish
  have hv0 : v none ≠ 0 := by
    intro hz
    apply hv
    funext x
    cases x with
    | none => exact hz
    | some i =>
      have h1 := hi i
      rw [hz] at h1
      have h2 : (E - 2 * D) * v (some i) = 0 := by linear_combination -h1
      exact (mul_eq_zero.mp h2).resolve_left hne
  -- eliminate the doubles by summing their equations
  have hs : (E - 2 * D) * ∑ i, v (some i) = N * (K * v none) := by
    rw [Finset.mul_sum]
    calc ∑ i, (E - 2 * D) * v (some i) = ∑ _i : Fin N, K * v none :=
          Finset.sum_congr rfl (fun i _ => by linear_combination -(hi i))
      _ = N * (K * v none) := by simp
  apply mul_right_cancel₀ hv0
  linear_combination K * hs - (E - 2 * D) * h0
```

For the state itself, the reference row is the secular equation and each doubles row is an identity.

```lean
/-- The CI vector satisfies the eigenvalue equation with the doubles-CI energy. -/
theorem ciState_eigen (N : ℕ) (D K : ℝ) :
    hamiltonian N D K *ᵥ ciState N D K = energy N D K • ciState N D K := by
  funext x
  cases x with
  | none =>
    rw [hamiltonian_reference]
    simp only [ciState, Pi.smul_apply, smul_eq_mul, Finset.sum_const, Finset.card_univ,
      Fintype.card_fin, nsmul_eq_mul]
    linear_combination -(energy_secular N D K)
  | some i =>
    rw [hamiltonian_double]
    simp only [ciState, Pi.smul_apply, smul_eq_mul]
    ring
```

**Q.** And "lowest"?

**A.** `IsLeast` says that E_N belongs to the set of real numbers with a nonzero eigenvector, and that nothing in the set lies below it. The state proves the first part: its reference amplitude −D − R is negative, hence nonzero. For the second, the candidate 2D lies above E_N, and for a solution E of the secular equation completing the square gives |D − E| ≤ R, hence E ≥ D − R.

```lean
/-- For `D > 0` the lowest eigenvalue of the doubles-CI Hamiltonian with `N` doubles is
`D - √(D² + N K²)`. -/
theorem energy_isLeast (N : ℕ) {D : ℝ} (K : ℝ) (hD : 0 < D) :
    IsLeast {E : ℝ | ∃ v : Option (Fin N) → ℝ, v ≠ 0 ∧ hamiltonian N D K *ᵥ v = E • v}
      (D - √(D ^ 2 + N * K ^ 2)) := by
  have hs := Real.sqrt_nonneg (D ^ 2 + N * K ^ 2)
  constructor
  · refine ⟨ciState N D K, ?_, ciState_eigen N D K⟩
    -- the reference amplitude is strictly negative
    intro hz
    have h0 : energy N D K - 2 * D = 0 := congrFun hz none
    unfold energy at h0
    linarith
  · rintro E ⟨v, hv, h⟩
    rcases eigenvalue_cases hv h with hE | hE
    · linarith
    · -- complete the square in the secular equation
      have hsq : (D - E) ^ 2 ≤ D ^ 2 + N * K ^ 2 := by
        apply le_of_eq
        linear_combination hE
      have h1 := (le_abs_self (D - E)).trans (Real.abs_le_sqrt hsq)
      linarith
```

**Q.** Do you need D > 0?

**A.** Only this theorem assumes it, and it assumes more than it has to. For N ≥ 1 the formula gives the lowest eigenvalue for every real D. For N = 0 it does so exactly when D ≥ 0: with D = −1 the matrix is the single entry 0, yet the formula gives −2.

**Q.** Now the comparison with N E_1. Why is that the right yardstick?

**A.** Energies of non-interacting pairs add, and for one pair this CI is already complete within its two states. That is the physical reading; the file compares the two numbers and doesn't build the full N-pair Hamiltonian. Set t = √(D² + K²) − D, so that E_1 = −t and K² = t² + 2Dt. For K ≠ 0, t > 0, and

(D + N t)² − (D² + N K²) = N(N − 1)t² > 0 for N ≥ 2.

Since D + N t = √(D² + K²) + (N − 1)t is positive, taking roots gives R < D + N t, hence E_N > −N t = N E_1. In Lean, `a - D` is t, and `Real.sqrt_lt'` turns the inequality between roots into one between squares.

```lean
/-- Size-consistency error: for `K ≠ 0` and at least two doubles, the doubles-CI energy lies
strictly above `N` times the energy for a single double. -/
theorem size_consistency_error {N : ℕ} (hN : 2 ≤ N) (D : ℝ) {K : ℝ} (hK : K ≠ 0) :
    N * energy 1 D K < energy N D K := by
  have hN' : (2 : ℝ) ≤ N := by exact_mod_cast hN
  have hK2 : 0 < K ^ 2 := by positivity
  simp only [energy, Nat.cast_one, one_mul]
  have ha : 0 < √(D ^ 2 + K ^ 2) := Real.sqrt_pos.mpr (by positivity)
  have hDa : D < √(D ^ 2 + K ^ 2) := Real.lt_sqrt_of_sq_lt (by linarith)
  have hsq := Real.sq_sqrt (show 0 ≤ D ^ 2 + K ^ 2 by positivity)
  set a := √(D ^ 2 + K ^ 2)
  have ht : 0 < a - D := sub_pos.mpr hDa
  have hpos : 0 < D + N * (a - D) := by
    have h1 : 0 < ((N : ℝ) - 1) * (a - D) := mul_pos (by linarith) ht
    linarith
  -- the squares differ by N (N - 1) (a - D)²
  have hgap : 0 < (N : ℝ) * (N - 1) * (a - D) ^ 2 :=
    mul_pos (mul_pos (by linarith) (by linarith)) (pow_pos ht 2)
  have hlt : √(D ^ 2 + N * K ^ 2) < D + N * (a - D) := by
    rw [Real.sqrt_lt' hpos]
    have hid : (D + N * (a - D)) ^ 2 - (D ^ 2 + N * K ^ 2)
        = (N : ℝ) * (N - 1) * (a - D) ^ 2 := by
      linear_combination (N : ℝ) * hsq
    linarith
  linarith
```

With K = 0 and D = 1 both sides are 0, so the strict inequality fails.

**Q.** And the large-N limit?

**A.** For N > 0, divide under the root:

E_N/√N = D/√N − √(D²/N + K²) → −|K|.

Lean takes the limit of the right-hand side and transfers it, using the identity only for N > 0.

```lean
/-- As the number `N` of doubles grows, `E_N / √N` tends to `-|K|`, so the magnitude of the
doubles-CI energy grows no faster than the square root of `N`. -/
theorem energy_div_sqrt_tendsto (D K : ℝ) :
    Tendsto (fun N : ℕ => energy N D K / √(N : ℝ)) atTop (𝓝 (-|K|)) := by
  have hroot : Tendsto (fun N : ℕ => √(N : ℝ)) atTop atTop :=
    Real.tendsto_sqrt_atTop.comp tendsto_natCast_atTop_atTop
  have h1 : Tendsto (fun N : ℕ => D / √(N : ℝ)) atTop (𝓝 0) :=
    tendsto_const_nhds.div_atTop hroot
  have h2 : Tendsto (fun N : ℕ => D ^ 2 / (N : ℝ)) atTop (𝓝 0) :=
    tendsto_const_nhds.div_atTop tendsto_natCast_atTop_atTop
  have h : Tendsto (fun N : ℕ => D / √(N : ℝ) - √(D ^ 2 / (N : ℝ) + K ^ 2)) atTop
      (𝓝 (0 - √(0 + K ^ 2))) := h1.sub (h2.add_const (K ^ 2)).sqrt
  rw [zero_add, Real.sqrt_sq_eq_abs, zero_sub] at h
  refine Tendsto.congr' ?_ h
  filter_upwards [eventually_gt_atTop 0] with N hN
  have hN' : (0 : ℝ) < N := by exact_mod_cast hN
  -- bring the factor 1/√N under the root
  have hq : D ^ 2 / (N : ℝ) + K ^ 2 = (D ^ 2 + N * K ^ 2) / N := by
    field_simp
  rw [hq, Real.sqrt_div' _ hN'.le, energy, sub_div]
```

Another division by √N sends the energy per pair to zero.

```lean
/-- The doubles-CI energy per double, `E_N / N`, vanishes in the limit of large `N`. -/
theorem energy_per_double_tendsto (D K : ℝ) :
    Tendsto (fun N : ℕ => energy N D K / (N : ℝ)) atTop (𝓝 0) := by
  have hroot : Tendsto (fun N : ℕ => √(N : ℝ)) atTop atTop :=
    Real.tendsto_sqrt_atTop.comp tendsto_natCast_atTop_atTop
  refine Tendsto.congr (fun N => ?_) ((energy_div_sqrt_tendsto D K).div_atTop hroot)
  rw [div_div, Real.mul_self_sqrt (Nat.cast_nonneg N)]

end

end DoublesCI
```

```lean
#print axioms DoublesCI.energy_isLeast
#print axioms DoublesCI.size_consistency_error
#print axioms DoublesCI.energy_div_sqrt_tendsto
#print axioms DoublesCI.energy_per_double_tendsto
```

```
'DoublesCI.energy_isLeast' depends on axioms: [propext, Classical.choice, Quot.sound]
'DoublesCI.size_consistency_error' depends on axioms: [propext, Classical.choice, Quot.sound]
'DoublesCI.energy_div_sqrt_tendsto' depends on axioms: [propext, Classical.choice, Quot.sound]
'DoublesCI.energy_per_double_tendsto' depends on axioms: [propext, Classical.choice, Quot.sound]
```

**Q.** Show me numbers.

**A.** Take D = 3, K = 4, N = 7. Then

E_1 = 3 − √25 = −2
E_7 = 3 − √121 = −8

Seven separate pairs give −14, so doubles CI misses 6 units. The state has amplitudes −14 on the reference and 4 on each double. The reference row gives 4 · 28 = 112 = (−8)(−14), and a doubles row gives 4 · (−14) + 6 · 4 = −32 = (−8) · 4. After normalisation the reference weight is 7/11.

**Q.** What does this tell me about electronic structure?

**A.** In this model of identical non-interacting pairs, truncating CI at doubles loses size consistency, so its correlation energies shouldn't be compared between systems of different size without care.
